# For a differentiable potential, a mirrored ring of beads is stationary exactly when its open half chain is

In the instanton theory of thermal reaction rates, the tunnelling path is a closed path in imaginary time, which can be discretised as a ring of beads joined by springs. Often the path runs from one turning point to another and returns the same way, so the beads on the way back can repeat those on the way out. Suppose only the outward half is optimised. Could the full ring still feel a force along displacements that move the two copies of a bead apart?

Positions lie in a real inner product space \(E\), for instance \(\mathbb R^n\) with mass-weighted coordinates and \(\hbar=1\).

```lean
import Mathlib

namespace HalfRingInstanton

noncomputable section

variable {E : Type*} [NormedAddCommGroup E]
```

An open chain \(y_0,\dots,y_m\) with time step \(e\) and potential \(V\) has the action
\[
S_{\rm chain}(y)=\sum_{i=0}^{m-1}\frac{\|y_{i+1}-y_i\|^2}{2e}+e\sum_{i=0}^{m}V(y_i).
\]
In Lean, `i.succ` and `i.castSucc` are the beads \(i+1\) and \(i\). The theorems accept any real \(e\); the physical case is \(e>0\).

```lean
/-- Discretised action of an open chain of `m + 1` beads with imaginary-time step `e ≠ 0`:
harmonic springs between neighbours plus the potential at every bead. -/
def chainAction {m : ℕ} (V : E → ℝ) (e : ℝ) (y : Fin (m + 1) → E) : ℝ :=
  (∑ i : Fin m, ‖y i.succ - y i.castSucc‖ ^ 2) / (2 * e) + e * ∑ i, V (y i)
```

For a ring \(x_0,\dots,x_k\), \(S_{\rm ring}\) adds the closing spring \(\|x_0-x_k\|^2/(2e)\).

```lean
/-- Action of a closed ring of `k + 1` beads with step `e ≠ 0`: the open chain together with
the spring that joins its last bead to its first. -/
def ringAction {k : ℕ} (V : E → ℝ) (e : ℝ) (x : Fin (k + 1) → E) : ℝ :=
  chainAction V e x + ‖x 0 - x (Fin.last k)‖ ^ 2 / (2 * e)
```

Stationary means that the derivative exists and is zero for all bead displacements. A minimum and a saddle both qualify.

```lean
/-- A configuration is stationary if the action is differentiable there with zero derivative. -/
def IsStationary {F : Type*} [NormedAddCommGroup F] [NormedSpace ℝ F]
    (S : F → ℝ) (x : F) : Prop :=
  HasFDerivAt S (0 : F →L[ℝ] ℝ) x
```

The mirrored ring \(Ly\) has \(2m+2\) beads, \((Ly)_i=y_{f(i)}\) with \(f(i)=\min(i,\,2m+1-i)\). Every bead of the chain appears twice. The two copies of an end bead are neighbours in the ring, so in imaginary time the path turns round between them.

```lean
/-- The chain bead visited at step `k` of the path that runs along the chain `0, ..., m`
and then back `m, ..., 0`. -/
def fold (m k : ℕ) : Fin (m + 1) := ⟨min k (2 * m + 1 - k), by omega⟩

/-- The closed ring obtained by running through the open chain forwards and then backwards. -/
def mirror {m : ℕ} (y : Fin (m + 1) → E) : Fin (2 * m + 1 + 1) → E :=
  fun i => y (fold m i)
```

**(a)** Show that the outward half visits the beads in order:
\[f(i)=i\qquad(0\le i\le m).\]

Here \(2m+1-i\ge m+1>i\), so the minimum is \(i\). The tactic `omega` does this arithmetic.

```lean
/-- On the way out, step `k` visits bead `k`. -/
theorem fold_of_lt {m k : ℕ} (hk : k < m + 1) : fold m k = ⟨k, hk⟩ := by
  apply Fin.ext
  simp only [fold]
  omega
```

**(b)** Show that steps placed symmetrically about the middle visit the same bead:
\[f(i)=f(j)\qquad\text{if } i+j=2m+1.\]

Both sides equal \(\min(i,j)\).

```lean
/-- Steps placed symmetrically about the middle of the path visit the same bead. -/
theorem fold_reflect {m j k : ℕ} (h : j + k = 2 * m + 1) : fold m j = fold m k := by
  apply Fin.ext
  simp only [fold]
  omega
```

**(c)** Let \(g_0,\dots,g_{2n+c-1}\) satisfy \(g_{n+c+i}=g_j\) whenever \(i+j=n-1\). Show that
\[\sum_{i=0}^{2n+c-1}g_i=2\sum_{i=0}^{n-1}g_i+\sum_{i=0}^{c-1}g_{n+i}.\]

Split the sum into blocks of \(n\), \(c\) and \(n\) terms. Reversing the order of the last block (`Fin.revPerm`) turns it into the first.

```lean
/-- A sum whose last `n` terms repeat its first `n` terms in reverse order is twice the sum of
the first `n` terms plus the `c` terms in the middle. -/
theorem sum_palindrome (g : ℕ → ℝ) {N : ℕ} (n c : ℕ) (hN : N = n + c + n)
    (h : ∀ i j, i + j + 1 = n → g (n + c + i) = g j) :
    ∑ i : Fin N, g i = 2 * ∑ i : Fin n, g i + ∑ i : Fin c, g (n + i) := by
  subst hN
  have hr : ∑ i : Fin n, g (n + c + i) = ∑ i : Fin n, g i := by
    rw [← Equiv.sum_comp Fin.revPerm (fun i : Fin n => g i)]
    refine Finset.sum_congr rfl fun i _ => ?_
    have hi := i.2
    exact h i (Fin.rev i) (by rw [Fin.val_rev]; omega)
  have hsplit : ∑ i : Fin (n + c + n), g i =
      (∑ i : Fin n, g i + ∑ i : Fin c, g (n + i)) + ∑ i : Fin n, g (n + c + i) := by
    simp [Fin.sum_univ_add]
  rw [hsplit, hr]
  ring
```

**(d)** Find the action of the mirrored ring:
\[S_{\rm ring}(Ly)=2\,S_{\rm chain}(y).\]

Put \(s_i=\|y_{f(i+1)}-y_{f(i)}\|^2\) for \(0\le i\le 2m\). By (b), \(s_{m+1+i}=s_j\) when \(i+j=m-1\), so (c) applies with \(n=m\), \(c=1\). The middle term \(s_m\) vanishes because \(f(m+1)=f(m)\). The closing spring joins two copies of \(y_0\) and vanishes too. The potentials pair off by (c) with \(n=m+1\), \(c=0\). These are `hs`, `hc` and `hp`.

```lean
/-- The mirrored ring has exactly twice the action of the open chain. -/
theorem ringAction_mirror {m : ℕ} (V : E → ℝ) (e : ℝ) (y : Fin (m + 1) → E) :
    ringAction V e (mirror y) = 2 * chainAction V e y := by
  -- springs pair off, and the one at the far turning point has zero length
  have hs : ∑ i : Fin (2 * m + 1), ‖mirror y i.succ - mirror y i.castSucc‖ ^ 2 =
      2 * ∑ i : Fin m, ‖y i.succ - y i.castSucc‖ ^ 2 := by
    refine (sum_palindrome (fun k => ‖y (fold m (k + 1)) - y (fold m k)‖ ^ 2)
      m 1 (by omega) ?_).trans ?_
    · intro i j hij
      show ‖y (fold m (m + 1 + i + 1)) - y (fold m (m + 1 + i))‖ ^ 2 =
        ‖y (fold m (j + 1)) - y (fold m j)‖ ^ 2
      rw [fold_reflect (show (m + 1 + i + 1) + j = 2 * m + 1 by omega),
        fold_reflect (show (m + 1 + i) + (j + 1) = 2 * m + 1 by omega), norm_sub_rev]
    · have h1 : ∀ i : Fin m, fold m (i + 1) = i.succ :=
        fun i => fold_of_lt (Nat.succ_lt_succ i.2)
      have h2 : ∀ i : Fin m, fold m i = i.castSucc :=
        fun i => fold_of_lt (Nat.lt_succ_of_lt i.2)
      have h3 : fold m (m + 1) = fold m m := fold_reflect (by omega)
      simp [h1, h2, h3]
  have hp : ∑ i, V (mirror y i) = 2 * ∑ i, V (y i) := by
    refine (sum_palindrome (fun k => V (y (fold m k))) (m + 1) 0 (by omega) ?_).trans ?_
    · intro i j hij
      exact congrArg (fun b => V (y b)) (fold_reflect (by omega))
    · have h1 : ∀ i : Fin (m + 1), fold m i = i := fun i => fold_of_lt i.2
      simp [h1]
  -- the closing spring has zero length as well
  have hc : mirror y 0 = mirror y (Fin.last (2 * m + 1)) :=
    congrArg y (fold_reflect (by simp))
  simp only [ringAction, chainAction, hs, hp, hc, sub_self, norm_zero]
  ring
```

**(e)** Let \((Rx)_i=x_{k-i}\) reverse a ring \(x_0,\dots,x_k\). Show that
\[S_{\rm ring}(Rx)=S_{\rm ring}(x).\]

Spring \(i\) of \(Rx\) has squared length \(\|x_{k-i-1}-x_{k-i}\|^2\), which is that of spring \(k-1-i\) of \(x\). The potentials are permuted, and the closing spring only changes direction.

```lean
/-- The ring action does not change when the order of the beads is reversed. -/
theorem ringAction_rev {k : ℕ} (V : E → ℝ) (e : ℝ) (x : Fin (k + 1) → E) :
    ringAction V e (fun i => x (Fin.rev i)) = ringAction V e x := by
  have hs : ∑ i : Fin k, ‖x (Fin.rev i.succ) - x (Fin.rev i.castSucc)‖ ^ 2 =
      ∑ i : Fin k, ‖x i.succ - x i.castSucc‖ ^ 2 := by
    rw [← Equiv.sum_comp Fin.revPerm (fun i : Fin k => ‖x i.succ - x i.castSucc‖ ^ 2)]
    refine Finset.sum_congr rfl fun i _ => ?_
    simp only [Fin.revPerm_apply, Fin.rev_succ, Fin.rev_castSucc]
    rw [norm_sub_rev]
  have hp : ∑ i, V (x (Fin.rev i)) = ∑ i, V (x i) :=
    Equiv.sum_comp Fin.revPerm (fun i => V (x i))
  simp only [ringAction, chainAction, hs, hp, Fin.rev_zero, Fin.rev_last]
  rw [norm_sub_rev]
```

**(f)** Show that every reversal-symmetric ring of \(2m+2\) beads is a mirrored chain:
\[Rx=x\;\Rightarrow\; x=Ly\ \text{for some } y.\]

Take \(y_j=x_j\) for \(j\le m\). For \(i\le m\), \((Ly)_i=x_i\) by (a). For \(i>m\), \((Ly)_i=x_{2m+1-i}=x_i\) by symmetry.

```lean
/-- A ring of `2 (m + 1)` beads that is unchanged by reversal is a mirrored open chain. -/
theorem exists_mirror_eq {X : Type*} {m : ℕ} (x : Fin (2 * m + 1 + 1) → X)
    (hx : ∀ i, x (Fin.rev i) = x i) : ∃ y : Fin (m + 1) → X, mirror y = x := by
  refine ⟨fun j => x ⟨j, by omega⟩, funext fun i => ?_⟩
  have hi := i.2
  by_cases h : (i : ℕ) ≤ m
  · refine congrArg x (Fin.ext ?_)
    simp only [fold]
    omega
  · refine Eq.trans (congrArg x (Fin.ext ?_)) (hx i)
    simp only [fold, Fin.val_rev]
    omega
```

**(g)** Show that \(S_{\rm chain}\) is differentiable if \(V\) is.

The inner product gives
\[\|a+h\|^2=\|a\|^2+2\langle a,h\rangle+\|h\|^2,\]
so each spring term is differentiable. Each \(V(y_i)\) is \(V\) after a linear projection, and finite sums preserve differentiability.

```lean
variable [InnerProductSpace ℝ E]

/-- The open-chain action is differentiable if the potential is. -/
theorem differentiable_chainAction {m : ℕ} {V : E → ℝ} (hV : Differentiable ℝ V) (e : ℝ) :
    Differentiable ℝ (chainAction V e : (Fin (m + 1) → E) → ℝ) := by
  have hs : ∀ i : Fin m, Differentiable ℝ
      (fun y : Fin (m + 1) → E => ‖y i.succ - y i.castSucc‖ ^ 2) :=
    fun i => Differentiable.norm_sq ℝ (by fun_prop)
  have hp : ∀ i, Differentiable ℝ (fun y : Fin (m + 1) → E => V (y i)) :=
    fun i => hV.comp (differentiable_apply i)
  have hf : chainAction V e = fun y : Fin (m + 1) → E =>
      (2 * e)⁻¹ * (∑ i : Fin m, ‖y i.succ - y i.castSucc‖ ^ 2) + e * ∑ i, V (y i) := by
    funext y
    simp only [chainAction]
    ring
  rw [hf]
  exact ((Differentiable.fun_sum (u := Finset.univ) fun i _ => hs i).const_mul
    (2 * e)⁻¹).fun_add ((Differentiable.fun_sum (u := Finset.univ) fun i _ => hp i).const_mul e)
```

**(h)** For differentiable \(V\), answer the opening question:
\[dS_{\rm ring}(Ly)=0\iff dS_{\rm chain}(y)=0.\]

Let \(D=dS_{\rm ring}(Ly)\), which exists by (g) and the same argument for the closing spring, and \(K=dS_{\rm chain}(y)\). Since \(L\) and \(R\) are linear and \(RLy=Ly\), differentiating (d) and (e) gives
\[D(Lw)=2K(w),\qquad D(Rv)=D(v).\]
These are `hL` and `hR`. If \(D=0\), then \(K=0\). Conversely, let \(K=0\) and take any \(v\). The displacement \(v+Rv\) is symmetric, so by (f) it equals some \(Lw\), and
\[2D(v)=D(v+Rv)=D(Lw)=2K(w)=0.\]

In the smallest case, \(m=0\), two beads sit at \(y_0\). For \(e\neq0\) both conditions reduce to \(dV(y_0)=0\), as at the top of a classical barrier.

```lean
/-- Half the beads suffice: for a differentiable potential, the mirrored ring is stationary
under all displacements of its beads iff the open chain is stationary. -/
theorem mirror_stationary_iff {m : ℕ} {V : E → ℝ} (hV : Differentiable ℝ V) (e : ℝ)
    (y : Fin (m + 1) → E) :
    IsStationary (ringAction V e) (mirror y) ↔ IsStationary (chainAction V e) y := by
  let L : (Fin (m + 1) → E) →L[ℝ] (Fin (2 * m + 1 + 1) → E) :=
    ContinuousLinearMap.pi fun i => ContinuousLinearMap.proj (fold m i)
  let R : (Fin (2 * m + 1 + 1) → E) →L[ℝ] (Fin (2 * m + 1 + 1) → E) :=
    ContinuousLinearMap.pi fun i => ContinuousLinearMap.proj (Fin.rev i)
  obtain ⟨K, hK⟩ := differentiable_chainAction hV e y
  obtain ⟨D, hD⟩ : DifferentiableAt ℝ (ringAction V e) (mirror y) := by
    have hc : Differentiable ℝ (fun x : Fin (2 * m + 1 + 1) → E =>
        ‖x 0 - x (Fin.last (2 * m + 1))‖ ^ 2) := Differentiable.norm_sq ℝ (by fun_prop)
    have hf : ringAction V e = fun x : Fin (2 * m + 1 + 1) → E =>
        chainAction V e x + (2 * e)⁻¹ * ‖x 0 - x (Fin.last (2 * m + 1))‖ ^ 2 := by
      funext x
      simp only [ringAction]
      ring
    rw [hf]
    exact ((differentiable_chainAction hV e).fun_add (hc.const_mul (2 * e)⁻¹)) (mirror y)
  -- on mirrored displacements the ring derivative is twice the chain derivative
  have hL : ∀ w, D (mirror w) = 2 * K w := by
    have h1 : HasFDerivAt (ringAction V e ∘ L) (D.comp L) y :=
      HasFDerivAt.comp (f := L) y hD L.hasFDerivAt
    have h2 : ringAction V e ∘ L = fun z => 2 * chainAction V e z :=
      funext fun z => ringAction_mirror V e z
    rw [h2] at h1
    exact fun w => DFunLike.congr_fun (h1.unique (hK.const_mul 2)) w
  -- the ring derivative is invariant under reversal
  have hR : ∀ v, D (R v) = D v := by
    have hfix : R (mirror y) = mirror y := funext fun i => by
      have hi := i.2
      exact congrArg y (fold_reflect (by rw [Fin.val_rev]; omega))
    have h1 : HasFDerivAt (ringAction V e ∘ R) (D.comp R) (mirror y) :=
      HasFDerivAt.comp (f := R) (mirror y) (by rw [hfix]; exact hD) R.hasFDerivAt
    have h2 : ringAction V e ∘ R = ringAction V e := funext fun x => ringAction_rev V e x
    rw [h2] at h1
    exact fun v => DFunLike.congr_fun (h1.unique hD) v
  constructor
  · intro h
    have hK0 : K = 0 := ContinuousLinearMap.ext fun v => by
      have h1 := hL v
      rw [hD.unique h] at h1
      change (0 : ℝ) = 2 * K v at h1
      show K v = 0
      linarith
    rw [hK0] at hK
    exact hK
  · intro h
    have hD0 : D = 0 := ContinuousLinearMap.ext fun v => by
      -- symmetrise the displacement
      obtain ⟨w, hw⟩ := exists_mirror_eq (v + R v) (fun i => by
        show v (Fin.rev i) + v (Fin.rev (Fin.rev i)) = v i + v (Fin.rev i)
        rw [Fin.rev_rev, add_comm])
      have h1 := hL w
      have h3 : K w = 0 := by rw [hK.unique h]; rfl
      rw [hw, map_add, hR, h3] at h1
      show D v = 0
      linarith
    rw [hD0] at hD
    exact hD
```

**(i)** Characterise the symmetric stationary rings of \(2m+2\) beads:
\[dS_{\rm ring}(x)=0,\ Rx=x\iff x=Ly\ \text{for some } y \text{ with } dS_{\rm chain}(y)=0.\]

From left to right, (f) supplies \(y\) and (h) makes it stationary. From right to left, use (h) and \(RLy=Ly\).

A ring-polymer instanton search can therefore optimise \(m+1\) beads instead of \(2m+2\), provided that the path sought retraces itself in this way and the potential surface is differentiable. Whether a non-constant stationary path exists, and what its fluctuations contribute to the rate, are separate questions.

```lean
/-- For a differentiable potential, the stationary rings of `2 (m + 1)` beads that are unchanged
by reversal are exactly the mirror images of stationary open chains. -/
theorem symmetric_stationary_iff {m : ℕ} {V : E → ℝ} (hV : Differentiable ℝ V) (e : ℝ)
    (x : Fin (2 * m + 1 + 1) → E) :
    (IsStationary (ringAction V e) x ∧ ∀ i, x (Fin.rev i) = x i) ↔
      ∃ y : Fin (m + 1) → E, IsStationary (chainAction V e) y ∧ mirror y = x := by
  constructor
  · rintro ⟨hx, hsym⟩
    obtain ⟨y, rfl⟩ := exists_mirror_eq x hsym
    exact ⟨y, (mirror_stationary_iff hV e y).1 hx, rfl⟩
  · rintro ⟨y, hy, rfl⟩
    refine ⟨(mirror_stationary_iff hV e y).2 hy, fun i => ?_⟩
    have hi := i.2
    exact congrArg y (fold_reflect (by rw [Fin.val_rev]; omega))

end

end HalfRingInstanton
```

```lean
#print axioms HalfRingInstanton.mirror_stationary_iff
-- 'HalfRingInstanton.mirror_stationary_iff' depends on axioms: [propext, Classical.choice, Quot.sound]
#print axioms HalfRingInstanton.symmetric_stationary_iff
-- 'HalfRingInstanton.symmetric_stationary_iff' depends on axioms: [propext, Classical.choice, Quot.sound]
```
